# Power-law solutions of the radial Dirac equation near a point nucleus, with only the 1/r terms kept

Let `P` and `Q` be `r` times the large and small radial functions of an electron in the field of a point nucleus. Near the nucleus, with only the `1/r` terms kept, the radial Dirac equation is `r P' = -κ P + ζ Q` and `r Q' = -ζ P + κ Q`. Here `κ` is the relativistic angular quantum number, equal to `-1` for `s₁/₂`, and `ζ = Zα` is the nuclear charge number times the fine-structure constant. With `u = (P, Q)` this reads `r u' = D u`, where `D` is a real 2 × 2 matrix. The lemma says that if `D v = g v` for a real number `g` and a real pair `v`, then `r^g v` solves this equation at every `r > 0`. The pair `v` need not be normalised, and may even be zero. The proof takes the known derivative of the power `s ^ g`, multiplies it by the constant `v`, and then checks component by component that the result is the derivative the equation asks for.

The failing Lean file:

```lean
import Mathlib

open Filter Topology

namespace ContinuumPowerLaw

noncomputable section

/-- The coefficient matrix `D` of the radial Dirac equation `r u' = D u` near a point nucleus, with
only the `1/r` terms kept, acting on the pair `u = (P, Q)` of large and small components; `κ` is the
relativistic angular quantum number and `ζ` the nuclear charge times the fine-structure constant. -/
def nuclearDirac (κ ζ : ℝ) (v : ℝ × ℝ) : ℝ × ℝ :=
  (-κ * v.1 + ζ * v.2, -ζ * v.1 + κ * v.2)

/-- If `D = nuclearDirac κ ζ` multiplies the amplitude `v` by `g`, then `r^g v` solves the radial
equation `r u' = D u` at every `r > 0`. -/
theorem continuum_power_law {κ ζ g r : ℝ} {v : ℝ × ℝ} (hr : 0 < r)
    (hv : nuclearDirac κ ζ v = g • v) :
    HasDerivAt (fun s : ℝ => s ^ g • v) (r⁻¹ • nuclearDirac κ ζ (r ^ g • v)) r := by
  have a := congrArg Prod.fst hv
  have b := congrArg Prod.snd hv
  simp only [nuclearDirac, Prod.smul_fst, Prod.smul_snd, smul_eq_mul] at a b
  convert (Real.hasDerivAt_rpow_const (p := g) (Or.inl hr.ne')).smul_const v using 1
  rw [Real.rpow_sub_one hr.ne']
  apply Prod.ext
  · simp only [nuclearDirac, Prod.smul_fst, Prod.smul_snd, smul_eq_mul]
    linear_combination r⁻¹ * r ^ g * a
  · simp only [nuclearDirac, Prod.smul_fst, Prod.smul_snd, smul_eq_mul]
    linear_combination r⁻¹ * r ^ g * b

end

end ContinuumPowerLaw
```

Messages:

```
Main.lean:24:6: error: Tactic `rewrite` failed: Did not find an occurrence of the pattern
  r ^ (?y - 1)
in the target expression
  Prod.instAddCommGroup = Prod.normedAddCommGroup.toAddCommGroup

case e'_4
κ ζ g r : ℝ
v : ℝ × ℝ
hr : 0 < r
hv : nuclearDirac κ ζ v = g • v
a : -κ * v.1 + ζ * v.2 = g * v.1
b : -ζ * v.1 + κ * v.2 = g * v.2
⊢ Prod.instAddCommGroup = Prod.normedAddCommGroup.toAddCommGroup
```

What went wrong. The error says that `rw` found no power of the form `r ^ (?y - 1)` in its goal, and the goal shown is indeed not about derivatives. It asks that two additive group structures on `ℝ × ℝ` be equal. `convert ... using 1` had matched the two `HasDerivAt` statements argument by argument, the implicit instances included, and had left this equality as the first goal, which is where `rw` went to work.

The repair uses `congr_deriv`, which asks only for the equality of the two derivative values. The two group structures are now matched by unification, which accepts them as equal by definition, and `rw` meets the power it needs.

The new equality has the known derivative on the left and the required one on the right, the reverse of the order `convert` would give. The coefficients in both `linear_combination` calls therefore change sign.

As a diff, the version that Lean accepts:

```diff
@@ -21,11 +21,11 @@
   have b := congrArg Prod.snd hv
   simp only [nuclearDirac, Prod.smul_fst, Prod.smul_snd, smul_eq_mul] at a b
-  convert (Real.hasDerivAt_rpow_const (p := g) (Or.inl hr.ne')).smul_const v using 1
+  refine ((Real.hasDerivAt_rpow_const (p := g) (Or.inl hr.ne')).smul_const v).congr_deriv ?_
   rw [Real.rpow_sub_one hr.ne']
   apply Prod.ext
   · simp only [nuclearDirac, Prod.smul_fst, Prod.smul_snd, smul_eq_mul]
-    linear_combination r⁻¹ * r ^ g * a
+    linear_combination -(r⁻¹ * r ^ g) * a
   · simp only [nuclearDirac, Prod.smul_fst, Prod.smul_snd, smul_eq_mul]
-    linear_combination r⁻¹ * r ^ g * b
+    linear_combination -(r⁻¹ * r ^ g) * b
 
 end
```
